# The classical high-temperature limit of the nonretarded dispersion free energy of two Drude molecules

The unit in this result depends on temperature: the pair free energy is measured in units of $kT/R^6$, where $k$ is Boltzmann's constant, $T$ the temperature and $R$ the distance between the molecules. In joules the free energy at fixed $R$ grows in magnitude with $T$, but in this unit it has a finite limit. To second order in the dipole coupling, and for two isotropic molecules with one Drude oscillator each and static polarizabilities $a$ and $b$ (as polarizability volumes), the limit is $-3ab$, which contains neither $\hbar$ nor the resonance frequencies.

```lean
import Mathlib

open Filter Topology

namespace ClassicalDispersionLimit

noncomputable section
```

The first line loads the mathematical library Mathlib. Opening `Filter` and `Topology` gives short names for limits: `Tendsto f atTop (𝓝 L)` says that $f(T)\to L$ as $T\to\infty$.

## Polarizability and free energy

```lean
/-- Drude polarizability at imaginary frequency `u`, with static value `a` and resonance frequency
`w`, where `w ≠ 0`. -/
def drude (a w u : ℝ) : ℝ := a * w ^ 2 / (w ^ 2 + u ^ 2)
```

This defines the polarizability at imaginary frequency $u$,
$$\alpha_{a,w}(u)=\frac{a\,w^2}{w^2+u^2},$$
for an undamped oscillator with resonance frequency $w$. All quantities are real numbers (`ℝ`), and units are left to the reader.

```lean
/-- Nonretarded pair free energy in units of `kT/R^6`, for polarizabilities `A` and `B` and nonzero
Matsubara frequencies `c (n + 1) T`; the static term has weight one half. -/
def pairFreeEnergy (A B : ℝ → ℝ) (c T : ℝ) : ℝ :=
  -6 * (A 0 * B 0 / 2 + ∑' n : ℕ, A (c * (n + 1) * T) * B (c * (n + 1) * T))
```

For any two polarizability functions $A$ and $B$, the free energy in units of $kT/R^6$ is
$$F(T)=-6\left[\tfrac12A(0)B(0)+\sum_{n=0}^{\infty}A(x_n)B(x_n)\right],\qquad x_n=c(n+1)T.$$
Lean's natural numbers start at zero, so $n=0$ labels the first nonzero Matsubara frequency. The constant $c$ stands for $2\pi k/\hbar$, not for the speed of light. The static term has weight one half because the underlying sum runs over positive and negative frequencies, which contribute equally, while zero occurs once.

This formula is the physical input and is taken as a definition. It describes an isolated, isotropic pair with dipole coupling at second order and without retardation, and the molecular parameters do not change with temperature. The symbol `∑'` denotes an infinite sum, to which Lean assigns the value zero if the series fails to converge, so convergence needs its own proof below.

## Convergence of the Matsubara series

```lean
/-- The Drude polarizability is positive at every imaginary frequency. -/
theorem drude_pos {a w : ℝ} (ha : 0 < a) (hw : 0 < w) (u : ℝ) : 0 < drude a w u := by
  unfold drude
  positivity
```

If $a>0$ and $w>0$, then $\alpha_{a,w}(u)>0$ for every real $u$. Later proofs supply the assumptions `ha` and `hw` as arguments. After `unfold` has inserted the definition, the tactic `positivity` checks the signs of numerator and denominator.

```lean
/-- The inverse fourth powers of the positive integers sum to `π^4/90`. -/
theorem hasSum_inv_fourth :
    HasSum (fun n : ℕ => 1 / ((n : ℝ) + 1) ^ 4) (Real.pi ^ 4 / 90) := by
  have h := (hasSum_nat_add_iff' 1).mpr hasSum_zeta_four
  simpa using h
```

In ordinary notation,
$$\sum_{n=0}^\infty\frac1{(n+1)^4}=\frac{\pi^4}{90}.$$
`HasSum` means that the series converges to the stated value. The proof takes Mathlib's series for $\zeta(4)$ and moves its start by one index.

```lean
variable {a b w v c : ℝ}

/-- Each nonzero Matsubara frequency contributes at most a constant times `1/((n + 1) T)^4`. -/
theorem matsubara_term_le (ha : 0 < a) (hb : 0 < b) (hw : 0 < w) (hv : 0 < v) (hc : 0 < c)
    {T : ℝ} (hT : 0 < T) (n : ℕ) :
    drude a w (c * (n + 1) * T) * drude b v (c * (n + 1) * T) ≤
      a * b * w ^ 2 * v ^ 2 / (c ^ 4 * T ^ 4) * (1 / ((n : ℝ) + 1) ^ 4) := by
  have hn : (0 : ℝ) < (n : ℝ) + 1 := by positivity
  have hu : 0 < c * ((n : ℝ) + 1) * T := by positivity
  -- dropping the resonance frequency from the denominator enlarges the polarizability
  have key : ∀ p q u : ℝ, 0 < p → 0 < u → drude p q u ≤ p * q ^ 2 / u ^ 2 := by
    intro p q u hp hu
    exact div_le_div_of_nonneg_left (by positivity) (by positivity)
      (by nlinarith [sq_nonneg q])
  calc _ ≤ (a * w ^ 2 / (c * ((n : ℝ) + 1) * T) ^ 2) *
        (b * v ^ 2 / (c * ((n : ℝ) + 1) * T) ^ 2) :=
        mul_le_mul (key a w _ ha hu) (key b v _ hb hu) (drude_pos hb hv _).le (by positivity)
    _ = _ := by field_simp
```

From here on, $a$ and $w$ belong to the first molecule, $b$ and $v$ to the second, and all of them are positive, as are $c$ and $T$ where the hypotheses say so. The theorem bounds each term of the series. Since $w^2+x_n^2\ge x_n^2>0$,
$$\alpha_{a,w}(x_n)\le\frac{a w^2}{x_n^2},\qquad \alpha_{b,v}(x_n)\le\frac{b v^2}{x_n^2}.$$
All factors are positive, so the inequalities may be multiplied:
$$\alpha_{a,w}(x_n)\,\alpha_{b,v}(x_n)\le\frac{ab\,w^2v^2}{c^4T^4}\,\frac1{(n+1)^4}.$$
The auxiliary statement `key` is the inequality for one molecule. The `calc` block multiplies two copies of it and then simplifies the fractions with `field_simp`.

```lean
/-- The Matsubara series of two Drude molecules converges at every positive temperature. -/
theorem matsubara_summable (ha : 0 < a) (hb : 0 < b) (hw : 0 < w) (hv : 0 < v) (hc : 0 < c)
    {T : ℝ} (hT : 0 < T) :
    Summable fun n : ℕ => drude a w (c * (n + 1) * T) * drude b v (c * (n + 1) * T) :=
  Summable.of_nonneg_of_le (fun _ => (mul_pos (drude_pos ha hw _) (drude_pos hb hv _)).le)
    (matsubara_term_le ha hb hw hv hc hT) (hasSum_inv_fourth.summable.mul_left _)
```

This is the comparison test: the terms are nonnegative and lie below a constant multiple of $1/(n+1)^4$, so the series converges for every $T>0$. The three arguments of `Summable.of_nonneg_of_le` are the sign, the bound and the convergence of the larger series.

## The classical value and its bounds

```lean
/-- The free energy is the classical value `-3ab` plus the contribution of the nonzero
Matsubara frequencies. -/
theorem pairFreeEnergy_eq (hw : 0 < w) (hv : 0 < v) (T : ℝ) :
    pairFreeEnergy (drude a w) (drude b v) c T = -3 * a * b -
      6 * ∑' n : ℕ, drude a w (c * (n + 1) * T) * drude b v (c * (n + 1) * T) := by
  have h : ∀ p q : ℝ, 0 < q → drude p q 0 = p := by
    intro p q hq
    have hq2 : q ^ 2 ≠ 0 := by positivity
    rw [drude, zero_pow two_ne_zero, add_zero, mul_div_assoc, div_self hq2, mul_one]
  rw [pairFreeEnergy, h a w hw, h b v hv]
  ring
```

At zero frequency $\alpha_{a,w}(0)=a w^2/w^2=a$, and likewise $\alpha_{b,v}(0)=b$. The static term therefore gives $-6\cdot ab/2=-3ab$, and
$$F(T)=-3ab-6\sum_{n=0}^\infty\alpha_{a,w}(x_n)\,\alpha_{b,v}(x_n).$$
The local statement `h` evaluates the polarizability at zero, and `ring` does the remaining algebra.

```lean
/-- At every positive temperature the free energy lies strictly below its classical value,
by at most an explicit amount proportional to `1/T^4`. -/
theorem pairFreeEnergy_bounds (ha : 0 < a) (hb : 0 < b) (hw : 0 < w) (hv : 0 < v)
    (hc : 0 < c) {T : ℝ} (hT : 0 < T) :
    -3 * a * b - Real.pi ^ 4 * (a * b * w ^ 2 * v ^ 2) / (15 * c ^ 4) * (T⁻¹) ^ 4 ≤
        pairFreeEnergy (drude a w) (drude b v) c T ∧
      pairFreeEnergy (drude a w) (drude b v) c T < -3 * a * b := by
  have hs := matsubara_summable ha hb hw hv hc hT
  have hle := hasSum_le (matsubara_term_le ha hb hw hv hc hT) hs.hasSum
    (hasSum_inv_fourth.mul_left _)
  have hpos := hs.tsum_pos
    (fun _ => (mul_pos (drude_pos ha hw _) (drude_pos hb hv _)).le) 0
    (mul_pos (drude_pos ha hw _) (drude_pos hb hv _))
  have he : Real.pi ^ 4 * (a * b * w ^ 2 * v ^ 2) / (15 * c ^ 4) * (T⁻¹) ^ 4 =
      6 * (a * b * w ^ 2 * v ^ 2 / (c ^ 4 * T ^ 4) * (Real.pi ^ 4 / 90)) := by
    ring
  rw [pairFreeEnergy_eq hw hv, he]
  constructor <;> linarith
```

For every $T>0$,
$$-3ab-\frac{\pi^4ab\,w^2v^2}{15\,c^4T^4}\;\le\;F(T)\;<\;-3ab.$$
For the lower bound, sum the termwise estimate over $n$:
$$\sum_{n=0}^\infty\alpha_{a,w}(x_n)\,\alpha_{b,v}(x_n)\le\frac{ab\,w^2v^2}{c^4T^4}\,\frac{\pi^4}{90}.$$
Multiplication by $6$ turns $1/90$ into $1/15$. The upper bound is strict because a convergent series of positive terms has a positive sum.

In the proof, `hle` is the summed estimate, `hpos` is the positivity of the sum, and `he` rewrites the constant. The symbol `∧` joins the two inequalities; `constructor` separates them, and `linarith` derives each from the facts collected.

The bound also gives a sufficient condition for the classical value to be accurate. The relative deviation from $-3ab$ is at most $\pi^4w^2v^2/(45\,c^4T^4)$, which is small once $cT$ is well above $\sqrt{wv}$. This condition is not necessary: if the two resonance frequencies are very different, it is enough that $cT$ is well above the smaller one.

```lean
/-- As the temperature tends to infinity, the pair free energy in units of `kT/R^6` tends to
the classical value `-3ab`. -/
theorem classical_limit (ha : 0 < a) (hb : 0 < b) (hw : 0 < w) (hv : 0 < v) (hc : 0 < c) :
    Tendsto (pairFreeEnergy (drude a w) (drude b v) c) atTop (𝓝 (-3 * a * b)) := by
  have h0 : Tendsto (fun T : ℝ => -3 * a * b -
      Real.pi ^ 4 * (a * b * w ^ 2 * v ^ 2) / (15 * c ^ 4) * (T⁻¹) ^ 4) atTop
      (𝓝 (-3 * a * b)) := by
    have h := ((tendsto_inv_atTop_zero (𝕜 := ℝ)).pow 4).const_mul
      (Real.pi ^ 4 * (a * b * w ^ 2 * v ^ 2) / (15 * c ^ 4))
    simpa using h.const_sub (-3 * a * b)
  refine tendsto_of_tendsto_of_tendsto_of_le_of_le' h0 tendsto_const_nhds ?_ ?_
  · filter_upwards [eventually_gt_atTop 0] with T hT
    exact (pairFreeEnergy_bounds ha hb hw hv hc hT).1
  · filter_upwards [eventually_gt_atTop 0] with T hT
    exact (pairFreeEnergy_bounds ha hb hw hv hc hT).2.le
```

This is the limit itself, $F(T)\to-3ab$ as $T\to\infty$. The lower bound tends to $-3ab$ because $T^{-4}\to0$, the upper bound is the constant $-3ab$, and $F(T)$ is squeezed between them.

The statement `h0` is the limit of the lower bound, and the long name after `refine` is the squeeze theorem. It needs the inequalities only for sufficiently large $T$, and `filter_upwards [eventually_gt_atTop 0]` restricts attention to $T>0$, where the bounds hold.

For this nonretarded Drude pair, $-3ab\,kT/R^6$ is also the leading interaction free energy of two classical, thermally fluctuating polarizable dipoles, and so a reference value for classical simulations of such a model.

## The leading quantum correction

```lean
/-- The deviation from the classical value, multiplied by `T^4`, tends to
`-π^4 a b w^2 v^2 / (15 c^4)` at high temperature. -/
theorem leading_quantum_correction (ha : 0 < a) (hb : 0 < b) (hw : 0 < w) (hv : 0 < v)
    (hc : 0 < c) :
    Tendsto (fun T => T ^ 4 * (pairFreeEnergy (drude a w) (drude b v) c T + 3 * a * b))
      atTop (𝓝 (-(Real.pi ^ 4 * (a * b * w ^ 2 * v ^ 2) / (15 * c ^ 4)))) := by
  have key : ∀ p q d : ℝ, 0 < d →
      Tendsto (fun T => T ^ 2 * drude p q (d * T)) atTop (𝓝 (p * q ^ 2 / d ^ 2)) := by
    intro p q d hd
    have h0 : Tendsto (fun T : ℝ => p * q ^ 2 / (q ^ 2 * (T⁻¹) ^ 2 + d ^ 2)) atTop
        (𝓝 (p * q ^ 2 / (q ^ 2 * (0 : ℝ) ^ 2 + d ^ 2))) :=
      tendsto_const_nhds.div
        (((tendsto_inv_atTop_zero.pow 2).const_mul _).add tendsto_const_nhds) (by positivity)
    rw [show q ^ 2 * (0 : ℝ) ^ 2 + d ^ 2 = d ^ 2 by ring] at h0
    refine h0.congr' ?_
    filter_upwards [eventually_gt_atTop 0] with T hT
    have h1 : q ^ 2 * (T⁻¹) ^ 2 + d ^ 2 = (q ^ 2 + (d * T) ^ 2) / T ^ 2 := by field_simp
    rw [h1, div_div_eq_mul_div, drude]
    ring
  -- dominated convergence exchanges the limit with the Matsubara sum
  have hsum := tendsto_tsum_of_dominated_convergence (𝓕 := atTop)
    (f := fun (T : ℝ) (n : ℕ) =>
      T ^ 4 * (drude a w (c * (n + 1) * T) * drude b v (c * (n + 1) * T)))
    (g := fun n : ℕ => a * b * w ^ 2 * v ^ 2 / c ^ 4 * (1 / ((n : ℝ) + 1) ^ 4))
    (bound := fun n : ℕ => a * b * w ^ 2 * v ^ 2 / c ^ 4 * (1 / ((n : ℝ) + 1) ^ 4))
    (hasSum_inv_fourth.summable.mul_left _)
    (by
      intro n
      have hd : 0 < c * ((n : ℝ) + 1) := by positivity
      have h := (key a w _ hd).mul (key b v _ hd)
      convert h using 1
      · funext T
        ring
      · congr 1
        field_simp)
    (by
      filter_upwards [eventually_gt_atTop 0] with T hT n
      have hp := mul_pos (drude_pos ha hw (c * (n + 1) * T)) (drude_pos hb hv (c * (n + 1) * T))
      rw [Real.norm_of_nonneg (by positivity)]
      calc _ ≤ T ^ 4 * (a * b * w ^ 2 * v ^ 2 / (c ^ 4 * T ^ 4) * (1 / ((n : ℝ) + 1) ^ 4)) :=
            mul_le_mul_of_nonneg_left (matsubara_term_le ha hb hw hv hc hT n) (by positivity)
        _ = _ := by field_simp)
  rw [(hasSum_inv_fourth.mul_left _).tsum_eq] at hsum
  convert hsum.const_mul (-6) using 1
  · funext T
    rw [pairFreeEnergy_eq hw hv, tsum_mul_left]
    ring
  · congr 1
    ring
```

The theorem states that
$$T^4\bigl(F(T)+3ab\bigr)\to-\frac{\pi^4ab\,w^2v^2}{15\,c^4},$$
so the constant in the lower bound above is the best possible. To derive it, take $d>0$ and write, for $T>0$,
$$T^2\alpha_{a,w}(dT)=\frac{a w^2}{w^2T^{-2}+d^2}\to\frac{a w^2}{d^2}.$$
With $d=c(n+1)$ and the same limit for the second molecule, each term of the series satisfies
$$T^4\alpha_{a,w}(x_n)\,\alpha_{b,v}(x_n)\to\frac{ab\,w^2v^2}{c^4(n+1)^4}.$$
The limit must now be taken inside the infinite sum. By the termwise estimate, the left-hand side never exceeds the right-hand side for $T>0$. The right-hand side does not depend on $T$ and has a finite sum over $n$, so dominated convergence permits the exchange. The sum tends to $ab\,w^2v^2\pi^4/(90\,c^4)$, and the prefactor $-6$ gives the result.

In Lean, `key` is the one-molecule limit. In `hsum`, the functions `f`, `g` and `bound` are the scaled terms, their limits and the dominating series; the last two are the same expression. Three arguments follow: convergence of the dominating series, the limit of each term, and the bound for $T>0$. The closing lines insert the formula for $F(T)$ and multiply by $-6$.

## Several oscillators in each molecule

```lean
/-- For molecules with finitely many Drude oscillators each, the high-temperature limit is
`-3` times the product of the total static polarizabilities. -/
theorem classical_limit_many {ι κ : Type*} [Fintype ι] [Fintype κ] {a w : ι → ℝ}
    {b v : κ → ℝ} (ha : ∀ i, 0 < a i) (hw : ∀ i, 0 < w i) (hb : ∀ j, 0 < b j)
    (hv : ∀ j, 0 < v j) (hc : 0 < c) :
    Tendsto (pairFreeEnergy (fun u => ∑ i, drude (a i) (w i) u)
      (fun u => ∑ j, drude (b j) (v j) u) c) atTop (𝓝 (-3 * (∑ i, a i) * ∑ j, b j)) := by
  have hlim := tendsto_finsetSum Finset.univ fun i _ => tendsto_finsetSum Finset.univ
    fun j _ => classical_limit (ha i) (hb j) (hw i) (hv j) hc
  have he : -3 * (∑ i, a i) * ∑ j, b j = ∑ i, ∑ j, -3 * a i * b j := by
    rw [mul_assoc, Finset.sum_mul_sum]
    simp only [Finset.mul_sum, mul_assoc]
  rw [he]
  refine hlim.congr' ?_
  filter_upwards [eventually_gt_atTop 0] with T hT
  -- the free energy is a sum over pairs of oscillators
  have hs := fun i j => matsubara_summable (ha i) (hb j) (hw i) (hv j) hc hT
  simp only [pairFreeEnergy, Finset.sum_mul_sum]
  rw [Summable.tsum_finsetSum (fun i _ => summable_sum (fun j _ => hs i j)),
    Finset.sum_congr rfl (fun i _ => Summable.tsum_finsetSum (fun j _ => hs i j))]
  simp only [Finset.mul_sum, Finset.sum_div, mul_add, Finset.sum_add_distrib]

end

end ClassicalDispersionLimit
```

Each molecule now has finitely many oscillators, labelled by $i$ in `ι` and $j$ in `κ`. The letters `a`, `w`, `b` and `v` are now families of positive numbers $a_i,w_i,b_j,v_j$, and the polarizabilities are
$$A(u)=\sum_i\alpha_{a_i,w_i}(u),\qquad B(u)=\sum_j\alpha_{b_j,v_j}(u).$$
The oscillators within a molecule simply add their responses. The theorem says that
$$F(T)\to-3\Bigl(\sum_i a_i\Bigr)\Bigl(\sum_j b_j\Bigr),$$
so only the total static polarizabilities survive.

By hand, expand the product $A(u)B(u)$ into a double sum over $i$ and $j$. For $T>0$ each pair has a convergent Matsubara series, so the finite sums may be taken outside the infinite one. This gives $F(T)=\sum_{i,j}F_{ij}(T)$, where $F_{ij}$ is the free energy of a single pair of oscillators. Each $F_{ij}(T)$ tends to $-3a_ib_j$, and a finite sum of limits is the limit of the sum.

The proof starts from the end of this argument: `hlim` adds up the limits of the pairs, and `he` factorises the result. The step `hlim.congr'` leaves only the claim that $F(T)$ equals the double sum for $T>0$. There `Finset.sum_mul_sum` expands the product, and `Summable.tsum_finsetSum` exchanges the sums, using the convergence recorded in `hs`.

```lean
#print axioms ClassicalDispersionLimit.leading_quantum_correction
-- 'ClassicalDispersionLimit.leading_quantum_correction' depends on axioms: [propext, Classical.choice, Quot.sound]
#print axioms ClassicalDispersionLimit.classical_limit_many
-- 'ClassicalDispersionLimit.classical_limit_many' depends on axioms: [propext, Classical.choice, Quot.sound]
```
